# The full R12 energy is invariant under rotations of the occupied orbitals; the optimised diagonal energy is not

The occupied orbitals of an MP2-R12 calculation may be canonical or localised, and an orthogonal rotation between the two sets leaves the Hartree–Fock determinant unchanged up to a sign. Does the R12 energy also stay the same, in a model where one matrix $B$ serves all orbital pairs, when every geminal amplitude is optimised, and when only the diagonal ones are?

```lean
import Mathlib

open Matrix
open scoped Kronecker

namespace R12OrbitalInvariance

noncomputable section

variable {n P : Type*} [Fintype n] [DecidableEq n] [Fintype P] [DecidableEq P]

/-- The rotation `U ⊗ U` of orbital pairs induced by a rotation `U` of the orbitals. -/
def pairRotation (U : Matrix n n ℝ) : Matrix (n × n) (n × n) ℝ := U ⊗ₖ U

/-- A pair-indexed matrix `A` after the orbital rotation `U`: `Wᵀ A W` with `W = U ⊗ U`. -/
def rotatePairs (U : Matrix n n ℝ) (A : Matrix (n × n) (n × n) ℝ) :
    Matrix (n × n) (n × n) ℝ :=
  (pairRotation U)ᵀ * A * pairRotation U

/-- The Hylleraas functional of the geminal amplitudes `C`: `tr(Cᵀ B C) + 2 tr(Cᵀ V)`. -/
def hylleraas (V B C : Matrix P P ℝ) : ℝ :=
  Matrix.trace (Cᵀ * B * C) + 2 * Matrix.trace (Cᵀ * V)

/-- The R12 energy of the full ansatz, `-tr(Vᵀ B⁻¹ V)`, for invertible `B`. -/
def fullEnergy (V B : Matrix P P ℝ) : ℝ := -Matrix.trace (Vᵀ * B⁻¹ * V)

/-- The R12 energy of the diagonal ansatz, `-∑ V_pp² / B_pp`, for `B` with nonzero
diagonal elements. -/
def diagEnergy (V B : Matrix P P ℝ) : ℝ := -∑ p, V p p ^ 2 / B p p

/-- An orthogonal rotation of the orbitals induces an orthogonal rotation of the pairs. -/
theorem pairRotation_orthogonal {U : Matrix n n ℝ} (hU : Uᵀ * U = 1) :
    (pairRotation U)ᵀ * pairRotation U = 1 := by
  rw [pairRotation, ← Matrix.kroneckerMap_transpose, ← Matrix.mul_kronecker_mul, hU,
    Matrix.one_kronecker_one]

/-- For an orthogonal rotation of the orbitals, the product of two rotated pair matrices is the
rotated product. -/
theorem rotatePairs_mul {U : Matrix n n ℝ} (hU : Uᵀ * U = 1)
    (A A' : Matrix (n × n) (n × n) ℝ) :
    rotatePairs U A * rotatePairs U A' = rotatePairs U (A * A') := by
  have hW : pairRotation U * (pairRotation U)ᵀ = 1 :=
    mul_eq_one_comm.mp (pairRotation_orthogonal hU)
  unfold rotatePairs
  calc _ = (pairRotation U)ᵀ * A * (pairRotation U * (pairRotation U)ᵀ) * A'
        * pairRotation U := by simp only [Matrix.mul_assoc]
    _ = _ := by rw [hW, Matrix.mul_one]; simp only [Matrix.mul_assoc]

/-- The trace of a pair matrix is unchanged by an orthogonal rotation of the orbitals. -/
theorem trace_rotatePairs {U : Matrix n n ℝ} (hU : Uᵀ * U = 1)
    (A : Matrix (n × n) (n × n) ℝ) :
    Matrix.trace (rotatePairs U A) = Matrix.trace A := by
  have hW : pairRotation U * (pairRotation U)ᵀ = 1 :=
    mul_eq_one_comm.mp (pairRotation_orthogonal hU)
  rw [rotatePairs, Matrix.trace_mul_comm, ← Matrix.mul_assoc, hW, Matrix.one_mul]

/-- Orbital invariance of the full ansatz: for invertible `B` and an orthogonal rotation of
the orbitals, the rotated `B` is invertible and the R12 energy is unchanged. -/
theorem fullEnergy_invariant {U : Matrix n n ℝ} (hU : Uᵀ * U = 1)
    (V B : Matrix (n × n) (n × n) ℝ) (hB : IsUnit B.det) :
    IsUnit (rotatePairs U B).det ∧
      fullEnergy (rotatePairs U V) (rotatePairs U B) = fullEnergy V B := by
  -- the rotated inverse is the inverse of the rotated matrix
  have hinv : rotatePairs U B * rotatePairs U B⁻¹ = 1 := by
    rw [rotatePairs_mul hU, Matrix.mul_nonsing_inv _ hB, rotatePairs, Matrix.mul_one,
      pairRotation_orthogonal hU]
  have hT : (rotatePairs U V)ᵀ = rotatePairs U Vᵀ := by
    simp only [rotatePairs, Matrix.transpose_mul, Matrix.transpose_transpose, Matrix.mul_assoc]
  refine ⟨Matrix.isUnit_det_of_right_inverse hinv, ?_⟩
  rw [fullEnergy, fullEnergy, Matrix.inv_eq_right_inv hinv, hT, rotatePairs_mul hU,
    rotatePairs_mul hU, trace_rotatePairs hU]

/-- For symmetric invertible `B` the Hylleraas functional is the full R12 energy plus a
quadratic form in the deviation of the amplitudes from `-B⁻¹ V`. -/
theorem hylleraas_complete_square (V B C : Matrix P P ℝ) (hs : Bᵀ = B)
    (hB : IsUnit B.det) :
    hylleraas V B C =
      fullEnergy V B + Matrix.trace ((C + B⁻¹ * V)ᵀ * B * (C + B⁻¹ * V)) := by
  have h1 : B * (B⁻¹ * V) = V := by
    rw [← Matrix.mul_assoc, Matrix.mul_nonsing_inv _ hB, Matrix.one_mul]
  have h2 : (B⁻¹ * V)ᵀ * B = Vᵀ := by
    have h := congrArg Matrix.transpose h1
    rwa [Matrix.transpose_mul, hs] at h
  have h3 : Matrix.trace (Vᵀ * C) = Matrix.trace (Cᵀ * V) := by
    rw [← Matrix.trace_transpose, Matrix.transpose_mul, Matrix.transpose_transpose]
  rw [Matrix.transpose_add, Matrix.add_mul, h2, Matrix.mul_add, Matrix.add_mul,
    Matrix.add_mul, Matrix.mul_assoc Cᵀ B (B⁻¹ * V), h1, ← Matrix.mul_assoc Vᵀ B⁻¹ V,
    Matrix.trace_add, Matrix.trace_add, Matrix.trace_add, h3, hylleraas, fullEnergy]
  ring

/-- For positive definite `B` the full R12 energy is the attained minimum of the Hylleraas
functional over all amplitudes. -/
theorem fullEnergy_isLeast (V B : Matrix P P ℝ) (hB : B.PosDef) :
    IsLeast (Set.range (hylleraas V B)) (fullEnergy V B) := by
  have hs : Bᵀ = B := by
    rw [← Matrix.conjTranspose_eq_transpose_of_trivial]
    exact hB.isHermitian
  have hdet : IsUnit B.det := hB.det_pos.ne'.isUnit
  constructor
  · refine ⟨-(B⁻¹ * V), ?_⟩
    rw [hylleraas_complete_square V B _ hs hdet, neg_add_cancel]
    simp
  · rintro _ ⟨C, rfl⟩
    have h := (hB.posSemidef.conjTranspose_mul_mul_same (C + B⁻¹ * V)).trace_nonneg
    rw [Matrix.conjTranspose_eq_transpose_of_trivial] at h
    rw [hylleraas_complete_square V B C hs hdet]
    linarith

/-- If `B` has positive diagonal elements, the diagonal R12 energy is the attained minimum of
the Hylleraas functional over diagonal amplitudes. -/
theorem diagEnergy_isLeast (V B : Matrix P P ℝ) (hB : ∀ p, 0 < B p p) :
    IsLeast (Set.range fun c : P → ℝ => hylleraas V B (Matrix.diagonal c))
      (diagEnergy V B) := by
  -- each pair contributes its own parabola
  have key : ∀ c : P → ℝ, hylleraas V B (Matrix.diagonal c) =
      diagEnergy V B + ∑ p, B p p * (c p + V p p / B p p) ^ 2 := by
    intro c
    simp only [hylleraas, diagEnergy, Matrix.trace, Matrix.diag_apply,
      Matrix.diagonal_transpose, Matrix.mul_diagonal, Matrix.diagonal_mul]
    rw [Finset.mul_sum, ← Finset.sum_add_distrib, ← Finset.sum_neg_distrib,
      ← Finset.sum_add_distrib]
    refine Finset.sum_congr rfl fun p _ => ?_
    have hp := (hB p).ne'
    field_simp
    ring
  constructor
  · refine ⟨fun p => -(V p p / B p p), ?_⟩
    simp [key]
  · rintro _ ⟨c, rfl⟩
    have h : 0 ≤ ∑ p, B p p * (c p + V p p / B p p) ^ 2 :=
      Finset.sum_nonneg fun p _ => mul_nonneg (hB p).le (sq_nonneg _)
    simp only [key]
    linarith

/-- For positive definite `B` the full R12 energy is never above the diagonal one. -/
theorem fullEnergy_le_diagEnergy (V B : Matrix P P ℝ) (hB : B.PosDef) :
    fullEnergy V B ≤ diagEnergy V B := by
  obtain ⟨c, hc⟩ := (diagEnergy_isLeast V B fun _ => hB.diag_pos).1
  rw [← hc]
  exact (fullEnergy_isLeast V B hB).2 ⟨_, rfl⟩

/-- The rotation of two orbitals by 45 degrees. -/
def rot45 : Matrix (Fin 2) (Fin 2) ℝ := !![√2 / 2, -(√2 / 2); √2 / 2, √2 / 2]

/-- The matrix `V = diag(1, 0, 0, 0)` on the four pairs of two orbitals. -/
def onePair : Matrix (Fin 2 × Fin 2) (Fin 2 × Fin 2) ℝ :=
  Matrix.diagonal fun p => if p = (0, 0) then 1 else 0

/-- The 45-degree rotation is orthogonal. -/
theorem rot45_orthogonal : rot45ᵀ * rot45 = 1 := by
  have h : √2 * √2 = (2 : ℝ) := Real.mul_self_sqrt (by norm_num)
  ext i j
  fin_cases i <;> fin_cases j <;>
    simp [rot45, Matrix.mul_apply, Fin.sum_univ_two] <;> nlinarith [h]

/-- For `V = diag(1, 0, 0, 0)` and `B = 1`, the 45-degree rotation changes the diagonal energy
from `-1` to `-1/4`, while the full energy is `-1` before and after. -/
theorem diagEnergy_not_invariant :
    diagEnergy onePair 1 = -1 ∧
    diagEnergy (rotatePairs rot45 onePair) (rotatePairs rot45 1) = -1 / 4 ∧
    fullEnergy onePair 1 = -1 ∧
    fullEnergy (rotatePairs rot45 onePair) (rotatePairs rot45 1) = -1 := by
  have hfull : fullEnergy onePair 1 = -1 := by
    simp [fullEnergy, onePair]
  have hone : rotatePairs rot45 1 = 1 := by
    rw [rotatePairs, Matrix.mul_one, pairRotation_orthogonal rot45_orthogonal]
  have hsq : ∀ i, rot45 0 i ^ 2 = 1 / 2 := by
    intro i
    fin_cases i <;> simp [rot45, div_pow] <;> norm_num
  -- the single pair is spread evenly over all four pairs
  have hV : ∀ p, rotatePairs rot45 onePair p p = 1 / 4 := by
    intro p
    have h : rotatePairs rot45 onePair p p = (rot45 0 p.1 * rot45 0 p.2) ^ 2 := by
      rw [rotatePairs, onePair, Matrix.mul_apply]
      simp only [Matrix.mul_diagonal, Matrix.transpose_apply, pairRotation,
        Matrix.kroneckerMap_apply, mul_ite, mul_one, mul_zero, ite_mul, zero_mul,
        Finset.sum_ite_eq', Finset.mem_univ, if_true]
      ring
    rw [h, mul_pow, hsq, hsq]
    norm_num
  refine ⟨?_, ?_, hfull, ?_⟩
  · simp [diagEnergy, onePair]
  · simp only [diagEnergy, hone, hV, Matrix.one_apply_eq, Fintype.sum_prod_type,
      Fin.sum_univ_two]
    norm_num
  · rw [(fullEnergy_invariant rot45_orthogonal onePair 1 (by simp)).2, hfull]

end

end R12OrbitalInvariance
```

```lean
#print axioms R12OrbitalInvariance.fullEnergy_invariant
#print axioms R12OrbitalInvariance.fullEnergy_le_diagEnergy
#print axioms R12OrbitalInvariance.diagEnergy_not_invariant
```

```
'R12OrbitalInvariance.fullEnergy_invariant' depends on axioms: [propext, Classical.choice, Quot.sound]
'R12OrbitalInvariance.fullEnergy_le_diagEnergy' depends on axioms: [propext, Classical.choice, Quot.sound]
'R12OrbitalInvariance.diagEnergy_not_invariant' depends on axioms: [propext, Classical.choice, Quot.sound]
```

## Two energies from one functional

Let $V$ and $B$ be real matrices whose rows and columns are labelled by ordered orbital pairs. $V$ holds the coupling of the geminals to the electron repulsion, and $B$ the matrix elements, between geminals, of the zeroth-order Hamiltonian minus the zeroth-order energy of the occupied pair. The model takes this energy to be the same for all pairs. The amplitude matrix $C$ has a row for each geminal and a column for each occupied pair. The energy to be made stationary is the Hylleraas functional

$$H(C)=\operatorname{tr}(C^TBC)+2\operatorname{tr}(C^TV),$$

which is `hylleraas V B C`. The two energies are

$$E_{\text{full}}=-\operatorname{tr}(V^TB^{-1}V),\qquad E_{\text{diag}}=-\sum_p \frac{V_{pp}^2}{B_{pp}},$$

where $p$ runs over pairs. In Lean they are `fullEnergy` and `diagEnergy`.

An orbital rotation is a real matrix $U$ with $U^TU=1$, so reflections are included. It acts on pairs through $W=U\otimes U$, with elements $W_{(k,l),(i,j)}=U_{ki}U_{lj}$. A pair matrix $A$ becomes $A'=W^TAW$, written `rotatePairs U A`.

The theorem `fullEnergy_invariant` assumes only that $U$ is orthogonal and $B$ is invertible, expressed as `IsUnit B.det`. It concludes that $B'$ is invertible and that $E_{\text{full}}$ is unchanged. Neither symmetry nor positivity of $B$ is needed here.

The model is finite and real, with no spin adaptation or antisymmetrised pairs. It leaves out the conventional MP2 energy and the coupling of geminals to ordinary double excitations. A $B$ that changes from one occupied pair to another, because their energies differ, is not covered either.

## Why the full energy does not change

The pair rotation is orthogonal, because Kronecker products multiply factor by factor:

$$W^TW=(U^TU)\otimes(U^TU)=1.$$

This is `pairRotation_orthogonal`. Since $W$ is square, $WW^T=1$ as well, which Lean obtains from `mul_eq_one_comm`. For any two pair matrices $A$ and $G$,

$$A'G'=W^TA(WW^T)GW=(AG)',\qquad \operatorname{tr}A'=\operatorname{tr}(AWW^T)=\operatorname{tr}A.$$

These are `rotatePairs_mul` and `trace_rotatePairs`. Taking $A=B$ and $G=B^{-1}$ gives $B'(B^{-1})'=1$, so $B'$ is invertible and its inverse is the rotated $B^{-1}$. The proof records this as `hinv`. Rotation also commutes with transposition, and therefore

$$\operatorname{tr}(V'^TB'^{-1}V')=\operatorname{tr}\big((V^TB^{-1}V)'\big)=\operatorname{tr}(V^TB^{-1}V).$$

## Both energies as minima

For symmetric invertible $B$, put $D=C+B^{-1}V$. Expanding gives

$$\operatorname{tr}(D^TBD)=\operatorname{tr}(C^TBC)+\operatorname{tr}(C^TV)+\operatorname{tr}(V^TC)+\operatorname{tr}(V^TB^{-1}V).$$

The two middle traces are equal, since a matrix and its transpose have the same trace. Hence

$$H(C)=E_{\text{full}}+\operatorname{tr}(D^TBD),$$

which is `hylleraas_complete_square`. If $B$ is positive definite, the last trace is a sum of nonnegative terms $d^TBd$ over the columns $d$ of $D$, and it vanishes at $C=-B^{-1}V$. Physically, positive definiteness says that every nonzero combination of geminals has a zeroth-order energy above that of the occupied pair. The theorem `fullEnergy_isLeast` states the result through `IsLeast`: the energy is a lower bound and some $C$ reaches it.

For diagonal amplitudes $C=\operatorname{diag}(c)$ the functional separates into one parabola per pair:

$$H(C)=\sum_p\left(B_{pp}c_p^2+2c_pV_{pp}\right)
=E_{\text{diag}}+\sum_p B_{pp}\left(c_p+\frac{V_{pp}}{B_{pp}}\right)^2.$$

With every $B_{pp}>0$, the minimum lies at $c_p=-V_{pp}/B_{pp}$. In `diagEnergy_isLeast` this identity is `key`, checked pair by pair with `field_simp` and `ring`.

Diagonal matrices are among all matrices, so for positive definite $B$ the full minimum cannot lie higher: $E_{\text{full}}\le E_{\text{diag}}$. The proof of `fullEnergy_le_diagEnergy` takes the optimal diagonal amplitudes and uses them as a trial $C$ in the full problem.

## Two orbitals turned by 45 degrees

Label the orbitals 0 and 1, and take $B=1$ and $V=\operatorname{diag}(1,0,0,0)$, with the nonzero element at the pair $(0,0)$. These matrices are chosen for easy arithmetic and are not computed from the integrals of a molecule. Both energies are then $-1$.

Under the rotation `rot45`, $B'=W^TW=1$. Only the pair $(0,0)$ contributes to $V'$, so

$$V'_{(i,j),(i,j)}=(U_{0i}U_{0j})^2=\tfrac12\cdot\tfrac12=\tfrac14$$

for each of the four pairs. This is `hV` in the proof, with `hsq` supplying $U_{0i}^2=\tfrac12$. The diagonal energy becomes

$$-4\left(\tfrac14\right)^2=-\tfrac14,$$

while the full energy stays at $-1$ by the invariance theorem. The missing part sits in the off-diagonal elements: all sixteen elements of $V'$ have magnitude $\tfrac14$, and their squares sum to 1.

Within this model of pair-independent $B$, an MP2-R12 energy with optimised diagonal amplitudes can therefore change when the orbitals are localised, even though the determinant describes the same state.

With a single orbital the difference disappears. Then $U=\pm1$, so $W=1$, and both energies equal $-V^2/B$ for nonzero $B$.

The same product and trace rules show by hand that $H$ keeps its value when $V$, $B$ and $C$ are all rotated together. A general diagonal $C$ does not stay diagonal under this rotation, but a multiple of the identity does not change at all. A diagonal ansatz with one fixed common amplitude is thus orbital invariant in this model; the dependence on the orbitals enters when the diagonal amplitudes are optimised separately.
